# A Cholesky elimination step with nonzero pivot strictly lowers the rank of a real symmetric matrix

In electronic-structure theory, the matrix of two-electron integrals can be decomposed by Cholesky steps, each of which subtracts a rank-one term built from one column. `residual_rank_lt` concerns one such step on any finite real symmetric matrix R: if the diagonal entry R_pp is nonzero, then subtracting (column p)(column p)ᵀ / R_pp leaves a matrix of strictly smaller rank. R need not be positive semidefinite, and R_pp may be negative. The proof compares ranges: the residual is R times another matrix, so its range lies inside that of R. The inclusion is strict because column p of R has p-th component R_pp ≠ 0, while every vector in the residual's range has p-th component zero.

The failing Lean file:

```lean
import Mathlib

open Matrix

namespace ResidualRankLt

noncomputable section

variable {n : Type*} [Fintype n] [DecidableEq n]

/-- The residual left after subtracting (column p)(column p)ᵀ / R_pp from `R`;
its domain is R_pp ≠ 0. -/
def residual (R : Matrix n n ℝ) (p : n) : Matrix n n ℝ :=
  Matrix.of fun i j => R i j - R i p * R j p / R p p

/-- The matrix whose column j is e_j − (R_jp / R_pp) e_p; its domain is R_pp ≠ 0. Its column p is
then zero, so it is a singular matrix and not a change of basis. -/
def decouple (R : Matrix n n ℝ) (p : n) : Matrix n n ℝ :=
  1 - Matrix.of fun i j => if i = p then R j p / R p p else 0

variable {M R : Matrix n n ℝ} {p : n} {k : ℕ}

/-- For symmetric `R` with nonzero pivot entry, the residual is `R` times the decoupling
matrix, and its pivot row vanishes. -/
theorem residual_factor (hR : R.IsHermitian) (hp : R p p ≠ 0) :
    residual R p = R * decouple R p ∧ ∀ j, residual R p p j = 0 := by
  constructor
  · ext i j
    rw [decouple, Matrix.mul_sub, Matrix.mul_one]
    simp [residual, Matrix.mul_apply, mul_div_assoc]
  · intro j
    have h : R j p = R p j := by simpa using hR.apply p j
    simp only [residual, Matrix.of_apply]
    rw [h, mul_div_cancel_left₀ _ hp, sub_self]

/-- A step with nonzero pivot entry strictly lowers the rank of a symmetric matrix. -/
theorem residual_rank_lt (hR : R.IsHermitian) (hp : R p p ≠ 0) :
    (residual R p).rank < R.rank := by
  obtain ⟨h1, h2⟩ := residual_factor hR hp
  unfold Matrix.rank
  apply Submodule.finrank_lt_finrank_of_lt
  -- the pivot column lies in the old range but not in the new one
  refine SetLike.lt_iff_le_and_exists.2
    ⟨?_, R *ᵥ Pi.single p 1, ⟨Pi.single p 1, rfl⟩, ?_⟩
  · rintro _ ⟨x, rfl⟩
    refine ⟨decouple R p *ᵥ x, ?_⟩
    rw [Matrix.mulVecLin_apply, Matrix.mulVecLin_apply, Matrix.mulVec_mulVec, ← h1]
  · rintro ⟨x, hx⟩
    have h := congrFun hx p
    rw [Matrix.mulVecLin_apply] at h
    have h0 : (residual R p *ᵥ x) p = 0 := by simp [Matrix.mulVec, dotProduct, h2]
    have h5 : (R *ᵥ Pi.single p 1) p = R p p := by simp
    exact hp (h5.symm.trans (h.symm.trans h0))

end

end ResidualRankLt
```

Compiling this gives:

```
Main.lean:44:29: error: Invalid `⟨...⟩` notation: The expected type
  ?m.48.1 R.mulVecLin.range (R *ᵥ Pi.single p 1)
is not an inductive type

Note: This notation can only be used when the expected type is an inductive type with a single constructor
```

The error is at the inner pair `⟨Pi.single p 1, rfl⟩`, meant to prove that column p lies in the range of R. Anonymous-constructor notation needs an expected type that Lean can unfold to an inductive type, here the existential "some vector is mapped to this column". But in the term given to `SetLike.lt_iff_le_and_exists`, the instance that gives the membership its meaning was still the unresolved metavariable `?m.48` when Lean reached the pair. Unfolding stopped at `?m.48.1 …`, and no existential appeared.

The repair proves the strict inclusion with `lt_of_le_of_ne`, from `≤` and `≠`. The `≤` part is unchanged. For `≠`, the two ranges are assumed equal, as `he`, and `hin` states outright that the column lies in the residual's range. Its type is written in full, so the membership instance is known. `rw [he]` turns the goal into membership in the range of R, where the same pair `⟨Pi.single p 1, rfl⟩` is now accepted. `obtain` then extracts the `x` and `hx` that `rintro` was to supply, and the old contradiction follows as before.

As a diff, the version that Lean accepts:

```diff
@@ -41,10 +41,12 @@
   apply Submodule.finrank_lt_finrank_of_lt
   -- the pivot column lies in the old range but not in the new one
-  refine SetLike.lt_iff_le_and_exists.2
-    ⟨?_, R *ᵥ Pi.single p 1, ⟨Pi.single p 1, rfl⟩, ?_⟩
+  refine lt_of_le_of_ne ?_ fun he => ?_
   · rintro _ ⟨x, rfl⟩
     refine ⟨decouple R p *ᵥ x, ?_⟩
     rw [Matrix.mulVecLin_apply, Matrix.mulVecLin_apply, Matrix.mulVec_mulVec, ← h1]
-  · rintro ⟨x, hx⟩
+  · have hin : R *ᵥ Pi.single p 1 ∈ LinearMap.range (residual R p).mulVecLin := by
+      rw [he]
+      exact ⟨Pi.single p 1, rfl⟩
+    obtain ⟨x, hx⟩ := hin
     have h := congrFun hx p
     rw [Matrix.mulVecLin_apply] at h
```
